# Two or more equally spaced, equally weighted bath levels first regain their full hybridization modulus at $t=2\pi/d$

Let $N\ge 2$ bath levels lie at energies $e_0+kd$, $k=0,\dots,N-1$, with spacing $d>0$ and equal weight $v>0$. Their hybridization function

$$\Delta(t)=\sum_{k=0}^{N-1} v\,e^{-it(e_0+kd)}$$

has modulus $Nv$ at $t=0$ and again at $T=2\pi/d$, and a smaller modulus at every time between. Wherever $\sin(dt/2)\neq 0$,

$$|\Delta(t)|=v\left|\frac{\sin(Ndt/2)}{\sin(dt/2)}\right| .$$

An impurity coupled to a metal sees a continuum of levels, while a diagonalization solver gives it a finite bath. The function $\Delta$ is the bath's memory: it weights the return of an electron to the impurity a time $t$ after it left. A revival of $\Delta$ therefore feeds back a signal that the continuum would not produce. For an equally spaced bath with equal weights, this limits the real-time window of impurity solvers, including those used in dynamical mean-field theory.

```lean
import Mathlib

open Complex

namespace DiscreteBathRecurrence

noncomputable section
```

## The discrete bath and the band it replaces

Units have $\hbar=1$. The weight $v$ is the squared modulus of the hopping amplitude between the impurity and one level, not the amplitude itself, which textbooks often call $V$. Equal weights stand for a coupling that does not vary with energy. The textbook retarded function carries an additional factor $-i\theta(t)$, which leaves the modulus at positive times unchanged.

In `hybridization`, the number of levels is a natural number, the parameters and the time are real, and the value is complex. `Finset.range N` supplies $k=0,\dots,N-1$.

```lean
/-- Hybridization function at time `t` of `N` equally spaced bath levels `e0 + k d`,
each with weight `v`. -/
def hybridization (N : ℕ) (v e0 d t : ℝ) : ℂ :=
  ∑ k ∈ Finset.range N, (v : ℂ) * exp (-I * (t * (e0 + k * d)))
```

For comparison, spread each level evenly over a cell of width $d$ centred on it. The cells join into a flat band of density $v/d$ in the energy $\varepsilon$, which the Lean code writes as `e`:

$$\Delta_{\rm band}(t)=\frac{v}{d}\int_{e_0-d/2}^{e_0+(N-1/2)d} e^{-it\varepsilon}\,d\varepsilon .$$

```lean
/-- For `d > 0`, the hybridization function at time `t` of a continuous flat band of density
`v / d`, which extends from `e0 - d / 2` to `e0 + (N - 1 / 2) d`. -/
def bandHybridization (N : ℕ) (v e0 d t : ℝ) : ℂ :=
  ∫ e in (e0 - d / 2)..(e0 + (N - 1 / 2) * d), (v / d : ℂ) * exp (-I * t * e)
```

## Summing the phases

Put $x=dt/2$ and $c=te_0$. Multiplying the sum by $\sin x$ lets it be built up one level at a time. The step from $n$ to $n+1$ levels needs

$$e^{-i(c+(n-1)x)}\sin nx+\sin x\,e^{-i(c+2nx)}=e^{-i(c+nx)}\sin((n+1)x).$$

Dividing by $e^{-i(c+nx)}$ turns the left side into

$$e^{ix}\sin nx+e^{-inx}\sin x=\sin nx\cos x+\cos nx\sin x ,$$

because the two terms $\pm i\sin x\sin nx$ cancel. The addition theorem finishes the step. The Lean proof writes the sines as exponentials, splits every exponential into common factors, and leaves the remaining algebra to `ring`.

```lean
/-- For complex `c`, `x` and `n`, the sum of `exp (-i (c + (n - 1) x)) sin (n x)` and
`sin x exp (-i (c + 2 n x))` is `exp (-i (c + n x)) sin ((n + 1) x)`. -/
theorem add_level (c x n : ℂ) :
    exp (-I * (c + (n - 1) * x)) * Complex.sin (n * x)
      + Complex.sin x * exp (-I * (c + 2 * n * x))
      = exp (-I * (c + n * x)) * Complex.sin ((n + 1) * x) := by
  have h1 : exp (-I * (c + (n - 1) * x))
      = exp (-I * c) * exp (-(n * x) * I) * exp (x * I) := by
    rw [← Complex.exp_add, ← Complex.exp_add]; congr 1; ring
  have h2 : exp (-I * (c + 2 * n * x))
      = exp (-I * c) * exp (-(n * x) * I) * exp (-(n * x) * I) := by
    rw [← Complex.exp_add, ← Complex.exp_add]; congr 1; ring
  have h3 : exp (-I * (c + n * x)) = exp (-I * c) * exp (-(n * x) * I) := by
    rw [← Complex.exp_add]; congr 1; ring
  have h4 : exp (-((n + 1) * x) * I) = exp (-(n * x) * I) * exp (-x * I) := by
    rw [← Complex.exp_add]; congr 1; ring
  have h5 : exp ((n + 1) * x * I) = exp (n * x * I) * exp (x * I) := by
    rw [← Complex.exp_add]; congr 1; ring
  simp only [Complex.sin]
  rw [h1, h2, h3, h4, h5]
  ring
```

Induction on $N$ now gives

$$\sin x\;\Delta(t)=v\,e^{-i(te_0+(N-1)x)}\sin Nx .$$

Both sides vanish for $N=0$. Each further level adds $v\,e^{-i(c+2nx)}$ to the sum, and $v$ times the previous identity accounts for it.

```lean
/-- The hybridization times `sin (d t / 2)` is `v sin (N d t / 2)` times the phase factor
that belongs to the centre of the bath levels. -/
theorem sin_mul_hybridization (N : ℕ) (v e0 d t : ℝ) :
    Complex.sin (d * t / 2) * hybridization N v e0 d t
      = v * exp (-I * (t * e0 + (N - 1) * (d * t / 2)))
        * Complex.sin (N * (d * t / 2)) := by
  induction N with
  | zero => simp [hybridization]
  | succ n ih =>
    have hs : hybridization (n + 1) v e0 d t
        = hybridization n v e0 d t + v * exp (-I * (t * (e0 + n * d))) :=
      Finset.sum_range_succ _ _
    have h := add_level (t * e0 : ℂ) (d * t / 2 : ℂ) (n : ℂ)
    have e1 : -I * ((t : ℂ) * (e0 + n * d)) = -I * (t * e0 + 2 * n * (d * t / 2)) := by
      ring
    have e2 : ((n + 1 : ℕ) : ℂ) - 1 = n := by push_cast; ring
    rw [hs, mul_add, ih, e1, e2]
    push_cast
    linear_combination (v : ℂ) * h
```

The phase factor belongs to the centre of the levels and has modulus one. Taking moduli gives $|\sin x|\,|\Delta(t)|=v\,|\sin Nx|$, and division by $|\sin x|$ yields the formula. `norm_hybridization` states it for every $N$ and for $v\ge 0$, with $\sin(dt/2)\ne0$ as the hypothesis `hs`.

```lean
/-- For nonnegative weight `v` and `sin (d t / 2) ≠ 0`, the modulus of the hybridization is
`v |sin (N d t / 2) / sin (d t / 2)|`. -/
theorem norm_hybridization (N : ℕ) {v : ℝ} (e0 d t : ℝ) (hv : 0 ≤ v)
    (hs : Real.sin (d * t / 2) ≠ 0) :
    ‖hybridization N v e0 d t‖
      = v * |Real.sin (N * d * t / 2) / Real.sin (d * t / 2)| := by
  have hsin : ∀ x : ℝ, ‖Complex.sin x‖ = |Real.sin x| := by
    intro x
    rw [← Complex.ofReal_sin, Complex.norm_real, Real.norm_eq_abs]
  have h1 : ‖Complex.sin (d * t / 2)‖ = |Real.sin (d * t / 2)| := by
    rw [← hsin, show ((d * t / 2 : ℝ) : ℂ) = d * t / 2 by push_cast; ring]
  have h2 : ‖Complex.sin (N * (d * t / 2))‖ = |Real.sin (N * d * t / 2)| := by
    rw [← hsin, show ((N * d * t / 2 : ℝ) : ℂ) = N * (d * t / 2) by push_cast; ring]
  -- the phase of the band centre has modulus one
  have h3 : ‖exp (-I * (t * e0 + (N - 1) * (d * t / 2)))‖ = 1 := by
    rw [show -I * ((t : ℂ) * e0 + (N - 1) * (d * t / 2))
      = ((-(t * e0 + (N - 1) * (d * t / 2)) : ℝ) : ℂ) * I by push_cast; ring,
      Complex.norm_exp_ofReal_mul_I]
  have h := congrArg norm (sin_mul_hybridization N v e0 d t)
  rw [norm_mul, norm_mul, norm_mul, h1, h2, h3, Complex.norm_real, Real.norm_eq_abs,
    abs_of_nonneg hv] at h
  rw [abs_div, ← mul_div_assoc, eq_div_iff (abs_ne_zero.mpr hs)]
  linear_combination h
```

## The revival

Let $dT=2\pi$. In each term a shift of time by $T$ produces

$$e^{-i(t+T)(e_0+kd)}=e^{-iTe_0}\,e^{-ikdT}\,e^{-it(e_0+kd)},\qquad e^{-ikdT}=e^{-2\pi ik}=1 .$$

All terms acquire the same phase, so $\Delta(t+T)=e^{-iTe_0}\Delta(t)$.

The Mathlib lemma `Complex.exp_eq_exp_iff_exists_int` carries this step. It says that $e^a=e^b$ exactly when $a=b+2\pi i\,m$ for some integer $m$. Rewriting with it replaces an equation between exponentials by the choice of an integer, here `-(k : ℤ)`, the number of full turns, counted with sign, that level $k$ makes relative to level $0$. What remains is an algebraic equation between the exponents, which `linear_combination` derives from $dT=2\pi$. The same lemma reappears for the band, with $-N$ turns.

```lean
/-- If `d T = 2 π`, a time shift by `T` multiplies the hybridization by the phase factor
`exp (-i T e0)`. -/
theorem hybridization_add_period (N : ℕ) (v e0 d t : ℝ) {T : ℝ}
    (hT : d * T = 2 * Real.pi) :
    hybridization N v e0 d (t + T)
      = exp (-I * (T * e0)) * hybridization N v e0 d t := by
  have hT' : (d : ℂ) * T = 2 * Real.pi := by exact_mod_cast hT
  unfold hybridization
  rw [Finset.mul_sum]
  refine Finset.sum_congr rfl fun k _ => ?_
  have h : exp (-I * (((t + T : ℝ) : ℂ) * (e0 + k * d)))
      = exp (-I * (T * e0)) * exp (-I * (t * (e0 + k * d))) := by
    rw [← Complex.exp_add, Complex.exp_eq_exp_iff_exists_int]
    refine ⟨-(k : ℤ), ?_⟩
    push_cast
    linear_combination (-I * k) * hT'
  rw [h]
  ring
```

## No earlier revival

To exclude an earlier return to $Nv$, one needs $|\sin Nx|<N|\sin x|$ for $N\ge2$ and $\sin x\neq0$. The addition theorem gives

$$|\sin((n+1)x)|\le|\sin nx|\,|\cos x|+|\sin x| ,$$

which is `step` in the code. Since $|\cos x|\le1$, induction yields the weak bound $|\sin nx|\le n|\sin x|$, called `weak`. For the strict bound write $N=n+1$ with $n\ge1$. As $\sin x\ne0$ implies $|\cos x|<1$,

$$|\sin Nx|\le n|\sin x|\,|\cos x|+|\sin x|<(n+1)|\sin x| .$$

```lean
/-- For `N ≥ 2` and `sin x ≠ 0`, the modulus of `sin (N x)` is strictly smaller than
`N |sin x|`. -/
theorem abs_sin_nat_mul_lt {N : ℕ} (hN : 2 ≤ N) {x : ℝ} (hx : Real.sin x ≠ 0) :
    |Real.sin (N * x)| < N * |Real.sin x| := by
  have step : ∀ n : ℕ, |Real.sin ((n + 1 : ℕ) * x)|
      ≤ |Real.sin (n * x)| * |Real.cos x| + |Real.sin x| := by
    intro n
    push_cast
    rw [add_mul, one_mul, Real.sin_add]
    have h1 := abs_add_le (Real.sin (n * x) * Real.cos x) (Real.cos (n * x) * Real.sin x)
    rw [abs_mul, abs_mul] at h1
    have h2 := mul_le_mul_of_nonneg_right (Real.abs_cos_le_one (n * x))
      (abs_nonneg (Real.sin x))
    linarith
  have weak : ∀ n : ℕ, |Real.sin (n * x)| ≤ n * |Real.sin x| := by
    intro n
    induction n with
    | zero => simp
    | succ n ih =>
      have h1 := step n
      have h2 := mul_le_mul_of_nonneg_left (Real.abs_cos_le_one x)
        (abs_nonneg (Real.sin (n * x)))
      have h3 : ((n + 1 : ℕ) : ℝ) * |Real.sin x| = n * |Real.sin x| + |Real.sin x| := by
        push_cast; ring
      linarith
  -- the last addition step is strict because |cos x| < 1
  have hsq : 0 < Real.sin x ^ 2 := by positivity
  have hc : |Real.cos x| < 1 :=
    abs_lt.mpr ⟨by nlinarith [Real.sin_sq_add_cos_sq x],
      by nlinarith [Real.sin_sq_add_cos_sq x]⟩
  obtain ⟨n, rfl⟩ : ∃ n, N = n + 1 := ⟨N - 1, by omega⟩
  have hn : (0 : ℝ) < n := by exact_mod_cast (show 0 < n by omega)
  have h1 := mul_le_mul_of_nonneg_right (weak n) (abs_nonneg (Real.cos x))
  have h2 := mul_lt_mul_of_pos_left hc (mul_pos hn (abs_pos.mpr hx))
  have h3 : ((n + 1 : ℕ) : ℝ) * |Real.sin x| = n * |Real.sin x| + |Real.sin x| := by
    push_cast; ring
  linarith [step n]
```

At $t=0$ every phase is one, so $|\Delta(0)|=Nv$. The shift by $T$ changes only the phase, so $|\Delta(T)|=Nv$. For $0<t<T$ the angle $x=dt/2$ lies strictly between $0$ and $\pi$; hence $\sin x\neq0$, and the modulus formula with the strict bound gives $|\Delta(t)|<Nv$. The three parts of `first_recurrence` are these three statements. A single level has constant modulus $v$, which is why `hN` asks for two.

```lean
/-- For at least two levels, with `v > 0`, `d > 0` and `d T = 2 π`, the modulus of the
hybridization is `N v` at times `0` and `T`, and smaller than `N v` at all times between. -/
theorem first_recurrence {N : ℕ} (hN : 2 ≤ N) {v d T : ℝ} (e0 : ℝ) (hv : 0 < v)
    (hd : 0 < d) (hT : d * T = 2 * Real.pi) :
    ‖hybridization N v e0 d 0‖ = N * v ∧ ‖hybridization N v e0 d T‖ = N * v ∧
      ∀ t, 0 < t → t < T → ‖hybridization N v e0 d t‖ < N * v := by
  have h0 : ‖hybridization N v e0 d 0‖ = N * v := by
    simp [hybridization, abs_of_pos hv]
  refine ⟨h0, ?_, fun t ht htT => ?_⟩
  · have h := hybridization_add_period N v e0 d 0 hT
    rw [zero_add] at h
    rw [h, norm_mul, h0, show -I * ((T : ℂ) * e0) = ((-(T * e0) : ℝ) : ℂ) * I by
      push_cast; ring, Complex.norm_exp_ofReal_mul_I, one_mul]
  · -- before the recurrence time, d t / 2 lies strictly between 0 and π
    have h1 := mul_lt_mul_of_pos_left htT hd
    have hs : Real.sin (d * t / 2) ≠ 0 :=
      (Real.sin_pos_of_pos_of_lt_pi (by positivity) (by linarith)).ne'
    have hlt := abs_sin_nat_mul_lt hN hs
    rw [norm_hybridization N e0 d t hv.le hs, abs_div,
      show (N : ℝ) * d * t / 2 = N * (d * t / 2) by ring]
    have hq := (div_lt_iff₀ (abs_pos.mpr hs)).mpr hlt
    have := mul_lt_mul_of_pos_left hq hv
    linarith
```

## The continuous band at the same time

The band has width $Nd$, so $\Delta_{\rm band}(0)=(v/d)\,Nd=Nv$, the same initial value. At time $T$,

$$\Delta_{\rm band}(T)=\frac{v}{d}\left[\frac{e^{-iT\varepsilon}}{-iT}\right]_{e_0-d/2}^{e_0+(N-1/2)d}=0 ,$$

because the phases at the two edges differ by $NdT=2\pi N$. When the discrete bath is back at full strength, the band's hybridization is zero.

```lean
/-- If `d T = 2 π`, the hybridization of the continuous flat band is `N v` at time `0` and
vanishes at time `T`. -/
theorem band_no_recurrence (N : ℕ) (v e0 : ℝ) {d T : ℝ} (hT : d * T = 2 * Real.pi) :
    bandHybridization N v e0 d 0 = N * v ∧ bandHybridization N v e0 d T = 0 := by
  have hd : (d : ℂ) ≠ 0 := by
    refine Complex.ofReal_ne_zero.mpr fun h => ?_
    rw [h, zero_mul] at hT
    linarith [Real.pi_pos]
  have hT0 : (T : ℂ) ≠ 0 := by
    refine Complex.ofReal_ne_zero.mpr fun h => ?_
    rw [h, mul_zero] at hT
    linarith [Real.pi_pos]
  have hT' : (d : ℂ) * T = 2 * Real.pi := by exact_mod_cast hT
  constructor
  · simp only [bandHybridization, Complex.ofReal_zero, mul_zero, zero_mul,
      Complex.exp_zero, mul_one, intervalIntegral.integral_const, Complex.real_smul]
    rw [show e0 + ((N : ℝ) - 1 / 2) * d - (e0 - d / 2) = N * d by ring]
    push_cast
    field_simp
  · -- the phases at the two band edges differ by N full turns
    have hE : exp (-I * T * ((e0 + (N - 1 / 2) * d : ℝ) : ℂ))
        = exp (-I * T * ((e0 - d / 2 : ℝ) : ℂ)) := by
      rw [Complex.exp_eq_exp_iff_exists_int]
      refine ⟨-(N : ℤ), ?_⟩
      push_cast
      linear_combination (-I * N) * hT'
    unfold bandHybridization
    rw [intervalIntegral.integral_const_mul,
      integral_exp_mul_complex (mul_ne_zero (neg_ne_zero.mpr Complex.I_ne_zero) hT0),
      hE, sub_self, zero_div, mul_zero]

end

end DiscreteBathRecurrence
```

As a stand-in for the band, the discrete bath thus fails at $T$ at the latest, and the deviation starts earlier. Evaluating the integral at general $t$, a calculation left out of the Lean code, gives $\Delta(t)=\Delta_{\rm band}(t)\,x/\sin x$ for $0<t<T$. The factor $x/\sin x$ grows from one at short times to $\pi/2$ at $t=T/2$, where both functions vanish if $N$ is even.

The theorems concern the hybridization alone. How strongly its revival disturbs an observable of an interacting impurity is a further step, which depends on the interaction and on the filling of the bath. If the weights differ but the spacing is equal, the shift by $T$ still multiplies every term by the same phase, so the revival at $T$ remains. Unequal spacings are not treated here.

```lean
#print axioms DiscreteBathRecurrence.first_recurrence
#print axioms DiscreteBathRecurrence.band_no_recurrence
```

```
'DiscreteBathRecurrence.first_recurrence' depends on axioms: [propext, Classical.choice, Quot.sound]
'DiscreteBathRecurrence.band_no_recurrence' depends on axioms: [propext, Classical.choice, Quot.sound]
```
